# On radial test functions, changing the mass scale in the differentially renormalized \(1/x^4\) adds only a delta-function term

Q: In massless \(\phi^4\) theory with interaction \(\lambda\phi^4/4!\), the one-loop bubble in four-dimensional Euclidean position space contains the squared propagator \([1/(4\pi^2x^2)]^2\), where \(x\) separates the two vertices. Its \(1/x^4\) is not integrable at the origin, so I substitute

\[
\frac1{x^4}\;\to\;-\frac14\,\Box\,\frac{\ln(x^2M^2)}{x^2},
\]

with \(\Box\) the Laplacian and \(M>0\) a mass scale. When I change \(M\), I absorb the difference into \(\lambda\). What entitles me to do that?

A: The difference is proportional to \(\delta^4(x)\), like the tree-level vertex. In the sign convention where the tree-level term is \(+\lambda\) times delta functions, each of the three channels enters the four-point vertex as \(-\tfrac{\lambda^2}{2}[1/(4\pi^2x^2)]^2\). Going from \(M'\) to \(M\) adds \(2\pi^2\ln(M/M')\,\delta^4(x)\) to the renormalized \(1/x^4\), hence \(-\tfrac{\lambda^2}{16\pi^2}\ln(M/M')\,\delta^4(x)\) per channel. The coupling compensates if, at this order, \(\lambda(M)-\lambda(M')=\tfrac{3\lambda^2}{16\pi^2}\ln(M/M')\). The theorems below supply the shift of \(1/x^4\) for radial test functions; the diagrammatic bookkeeping is ordinary perturbation theory.

Q: Derive the shift by hand first.

A: Put \(s=x^2\). For a radial function \(g(s)\), \(\partial_i g=2x_ig'\) and \(\partial_i^2g=2g'+4x_i^2g''\). Summing over four coordinates gives \(\Box g=4sg''+8g'\).

Now take \(g=L/s\) with \(L=\ln(sM^2)\). Then \(g'=(1-L)/s^2\) and \(g''=(2L-3)/s^3\), so

\[
\Box g=\frac{8L-12+8-8L}{s^2}=-\frac4{s^2}.
\]

The substitution therefore changes nothing away from the origin. Also \(M\,\partial_ML=2\), so \(M\,\partial_Mg=2/s\). The same radial formula gives \(\Box(1/s)=8/s^2-8/s^2=0\) for \(s>0\), so any dependence on \(M\) must sit at the origin.

To find its size, use a test function \(f(x^2)\) with \(f\) and \(f'\) zero at \(s=S\), and the volume element \(2\pi^2r^3dr=\pi^2s\,ds\), where \(r^2=s\):

\[
\pi^2\!\int_0^S s\,\frac1s\,(4sf''+8f')\,ds=\pi^2\big[4sf'+4f\big]_0^S=-4\pi^2f(0).
\]

Since \(\ln(sM^2)=\ln s+2\ln M\), changing \(M'\) to \(M\) shifts the renormalized quantity by \(-\tfrac14\cdot2\ln(M/M')\cdot(-4\pi^2f(0))=2\pi^2\ln(M/M')f(0)\). Differentiating, \(M\,d/dM\) gives \(2\pi^2f(0)\).

Q: Give me numbers.

A: Take \(S=1\) and \(f(s)=(1-s)^2\), with \(M\) in matching units. The Laplacian is \(24s-16\), whose integral over \([0,1]\) is \(-4=-4f(0)\). With \(\int_0^1\ln s\,ds=-1\) and \(\int_0^1s\ln s\,ds=-\tfrac14\), the renormalized value is

\[
-\frac{\pi^2}{4}\,(10-8\ln M)=\pi^2\Big(2\ln M-\frac52\Big).
\]

That is about \(-24.67\) at \(M=1\) and \(-10.99\) at \(M=2\). The difference, \(13.68\), is \(2\pi^2\ln2\). The values are negative although \(f/x^4\) is not: the divergent part has been removed.

Q: Now the formal version. Is its Laplacian the real one, or just your radial formula under another name?

A: It is the real one. A point is a function `Fin 4 → ℝ`, `xsq` is \(x^2\), and `lap` varies one coordinate at a time, differentiates twice and sums.

In Lean 4 with Mathlib:

```lean
import Mathlib

open Filter Topology MeasureTheory

namespace DifferentialRenormalization

noncomputable section

/-- The Euclidean square `x²` of a point of `R⁴`. -/
def xsq (x : Fin 4 → ℝ) : ℝ := ∑ i, x i ^ 2

/-- The Laplacian on `R⁴`: the sum of the second partial derivatives along the coordinates. -/
def lap (F : (Fin 4 → ℝ) → ℝ) (x : Fin 4 → ℝ) : ℝ :=
  ∑ i, deriv (deriv (fun t => F (Function.update x i t))) (x i)
```

The kernel and the radial operator are separate definitions. Their argument `s` is the squared radius, not the radius.

```lean
/-- The function `ln(s M²)/s` of `s = x²`, for `s > 0` and a mass scale `M > 0`. -/
def logKernel (M s : ℝ) : ℝ := Real.log (s * M ^ 2) / s

/-- The operator `4 s f'' + 8 f'` acting on a profile `f` of the variable `s = x²`. -/
def radialLap (f : ℝ → ℝ) (s : ℝ) : ℝ := 4 * s * deriv (deriv f) s + 8 * deriv f s
```

Q: And the distribution?

A: It is represented by its action on radial profiles. Note that `radialPair K f S` pairs `K` with the Laplacian of the test function, not with the test function itself.

```lean
/-- The integral of `K(x²)` times the Laplacian of `f(x²)` over the ball `x² ≤ S` in `R⁴`,
written in the variable `s = x²` with volume element `π² s ds`. -/
def radialPair (K f : ℝ → ℝ) (S : ℝ) : ℝ :=
  Real.pi ^ 2 * ∫ s in (0 : ℝ)..S, s * K s * radialLap f s

/-- The renormalized `1/x⁴` at scale `M`, applied to the radial test function `f(x²)`:
`-1/4` times the Laplacian of `ln(x²M²)/x²`, with the Laplacian moved onto the test function. -/
def renormalized (M : ℝ) (f : ℝ → ℝ) (S : ℝ) : ℝ :=
  -(1 / 4) * radialPair (logKernel M) f S
```

Moving the Laplacian onto `f` is what defines the derivative of a distribution, and it leaves only an integrable logarithm under the integral.

Q: So where does the model stop short of my loop integral?

A: At the passage from this one-variable integral to a distribution on \(\mathbb R^4\) acting on arbitrary test functions. The weight \(\pi^2s\,ds\) is written into the definition, and a non-radial test function would first be averaged over spheres. The subject is also just this one singular function, not the subdivergences of higher loops.

Q: Show me that `lap` really reduces to the radial formula.

A: Two small facts come first: \(x^2>0\) away from the origin, and replacing one coordinate by \(t\) replaces its square by \(t^2\).

```lean
/-- Away from the origin `x²` is positive. -/
lemma xsq_pos {x : Fin 4 → ℝ} (hx : x ≠ 0) : 0 < xsq x := by
  obtain ⟨i, hi⟩ := Function.ne_iff.mp hx
  have hi' : x i ≠ 0 := hi
  exact Finset.sum_pos' (fun _ _ => sq_nonneg _) ⟨i, Finset.mem_univ i, by positivity⟩

/-- Replacing one coordinate of `x` by `t` replaces its square in `x²` by `t²`. -/
lemma xsq_update (x : Fin 4 → ℝ) (i : Fin 4) (t : ℝ) :
    xsq (Function.update x i t) = xsq x - x i ^ 2 + t ^ 2 := by
  fin_cases i <;> simp [xsq, Fin.sum_univ_four, Function.update_apply] <;> ring
```

The next theorem is the chain rule done by hand above. Along a coordinate line, `q t` is the value of \(x^2\). The first derivative is identified in a whole neighbourhood, since it must be differentiated again; `key` is then \(2g'+4x_i^2g''\), and the four terms are added.

```lean
/-- If `g` has derivative `g1` near `x²` and `g1` has derivative `g2` at `x²`, then the
Laplacian of `g(x²)` on `R⁴` is `4 x² g2 + 8 g1(x²)`. -/
theorem lap_radial (g g1 : ℝ → ℝ) (g2 : ℝ) (x : Fin 4 → ℝ)
    (h1 : ∀ᶠ s in 𝓝 (xsq x), HasDerivAt g (g1 s) s) (h2 : HasDerivAt g1 g2 (xsq x)) :
    lap (fun y => g (xsq y)) x = 4 * xsq x * g2 + 8 * g1 (xsq x) := by
  have key : ∀ i, deriv (deriv (fun t => g (xsq (Function.update x i t)))) (x i)
      = 2 * g1 (xsq x) + 4 * x i ^ 2 * g2 := by
    intro i
    -- `q t` is the value of `x²` along the i-th coordinate line
    obtain ⟨q, hqd⟩ : ∃ q : ℝ → ℝ, ∀ t, q t = xsq x - x i ^ 2 + t ^ 2 := ⟨_, fun _ => rfl⟩
    have hq : ∀ t, HasDerivAt q (2 * t) t := by
      intro t
      rw [funext hqd]
      simpa using (hasDerivAt_pow 2 t).const_add (xsq x - x i ^ 2)
    have h0 : q (x i) = xsq x := by rw [hqd]; ring
    have hc : Tendsto q (𝓝 (x i)) (𝓝 (xsq x)) := by
      rw [← h0]; exact (hq (x i)).continuousAt.tendsto
    have e : (fun t => g (xsq (Function.update x i t))) = g ∘ q := by
      funext t
      rw [Function.comp_apply, hqd, xsq_update]
    have hd : deriv (g ∘ q) =ᶠ[𝓝 (x i)] fun t => g1 (q t) * (2 * t) := by
      filter_upwards [hc.eventually h1] with t ht
      exact (ht.comp t (hq t)).deriv
    have h2' : HasDerivAt g1 g2 (q (x i)) := by rw [h0]; exact h2
    rw [e, hd.deriv_eq]
    refine ((h2'.comp (x i) (hq (x i))).fun_mul
      ((hasDerivAt_id' (x i)).const_mul 2)).deriv.trans ?_
    simp only [Function.comp_apply, h0]
    ring
  have hs : xsq x = x 0 ^ 2 + x 1 ^ 2 + x 2 ^ 2 + x 3 ^ 2 := by
    simp only [xsq, Fin.sum_univ_four]
  simp only [lap, key, Fin.sum_univ_four]
  linear_combination (-4 * g2) * hs
```

Q: And the identity I use in the substitution?

A: It reads: for \(M>0\) and \(x\ne0\), \((x^2)^2\,\Box[\ln(x^2M^2)/x^2]=-4\). Multiplied out this way, it would fail at the origin, where the left side is zero. In the proof, `h1` and `h2` are the derivatives \((1-L)/s^2\) and \((2L-3)/s^3\). The logarithm is then replaced by a free symbol `L`, and algebra cancels it.

```lean
/-- For `M > 0` and `x ≠ 0` in `R⁴`, the Laplacian of `ln(x²M²)/x²` is `-4/(x²)²`,
written here with the denominator multiplied out. -/
theorem lap_logKernel {M : ℝ} (hM : 0 < M) {x : Fin 4 → ℝ} (hx : x ≠ 0) :
    xsq x ^ 2 * lap (fun y => logKernel M (xsq y)) x = -4 := by
  have hL : ∀ s : ℝ, 0 < s → HasDerivAt (fun s => Real.log (s * M ^ 2)) (1 / s) s := by
    intro s hs
    refine (((hasDerivAt_id' s).mul_const (M ^ 2)).log (by positivity)).congr_deriv ?_
    field_simp
  have hp := xsq_pos hx
  have h1 : ∀ᶠ s in 𝓝 (xsq x),
      HasDerivAt (logKernel M) ((1 - Real.log (s * M ^ 2)) / s ^ 2) s := by
    filter_upwards [lt_mem_nhds hp] with s hs
    refine ((hL s hs).fun_div (hasDerivAt_id' s) hs.ne').congr_deriv ?_
    rw [one_div_mul_cancel hs.ne', mul_one]
  have h2 : HasDerivAt (fun s => (1 - Real.log (s * M ^ 2)) / s ^ 2)
      ((2 * Real.log (xsq x * M ^ 2) - 3) / xsq x ^ 3) (xsq x) := by
    have hsq : HasDerivAt (fun s : ℝ => s ^ 2) (2 * xsq x) (xsq x) := by
      simpa using hasDerivAt_pow 2 (xsq x)
    refine (((hL _ hp).const_sub 1).fun_div hsq (by positivity)).congr_deriv ?_
    generalize Real.log (xsq x * M ^ 2) = L
    field_simp
    ring
  -- the logarithms cancel between the two terms of the radial Laplacian
  rw [lap_radial (logKernel M) _ _ x h1 h2]
  generalize Real.log (xsq x * M ^ 2) = L
  field_simp
  ring
```

The pointwise scale derivative is handled the same way: \(x^2\) times \(M\,\partial_M\) of the kernel equals 2. Here `deriv` acts on the mass variable `m` at fixed \(x\).

```lean
/-- For `M > 0` and `x ≠ 0`, `M d/dM` of `ln(x²M²)/x²` is `2/x²`, written here with the
denominator multiplied out. -/
theorem scale_deriv_logKernel {M : ℝ} (hM : 0 < M) {x : Fin 4 → ℝ} (hx : x ≠ 0) :
    xsq x * (M * deriv (fun m => logKernel m (xsq x)) M) = 2 := by
  have hp := xsq_pos hx
  have hsq : HasDerivAt (fun m : ℝ => m ^ 2) (2 * M) M := by
    simpa using hasDerivAt_pow 2 M
  have h : HasDerivAt (fun m => logKernel m (xsq x))
      (xsq x * (2 * M) / (xsq x * M ^ 2) / xsq x) M :=
    ((hsq.const_mul (xsq x)).log (by positivity)).div_const (xsq x)
  rw [h.deriv]
  field_simp
```

Q: That is still away from the origin. Locality is a claim about the origin.

A: Hence the test functions. `ContDiff ℝ 2 f` says that the profile is twice continuously differentiable. The first lemma extracts its derivatives, and `lap_testFunction` confirms that `radialLap`, used inside the pairing, is the four-dimensional Laplacian of \(f(x^2)\).

```lean
/-- A twice continuously differentiable profile has the expected first and second
derivatives, and the second one is continuous. -/
lemma profile_derivs {f : ℝ → ℝ} (hf : ContDiff ℝ 2 f) :
    (∀ s, HasDerivAt f (deriv f s) s) ∧
    (∀ s, HasDerivAt (deriv f) (deriv (deriv f) s) s) ∧ Continuous (deriv (deriv f)) := by
  have h : ContDiff ℝ (1 + 1) f := by rw [one_add_one_eq_two]; exact hf
  have h' := contDiff_succ_iff_deriv.1 h
  have h'' := contDiff_one_iff_deriv.1 h'.2.2
  exact ⟨fun s => (h'.1 s).hasDerivAt, fun s => (h''.1 s).hasDerivAt, h''.2⟩

/-- For a twice continuously differentiable profile `f`, the Laplacian of `f(x²)` on `R⁴`
is `4 s f'' + 8 f'` at `s = x²`. -/
theorem lap_testFunction {f : ℝ → ℝ} (hf : ContDiff ℝ 2 f) (x : Fin 4 → ℝ) :
    lap (fun y => f (xsq y)) x = radialLap f (xsq x) :=
  lap_radial f (deriv f) _ x (Eventually.of_forall (profile_derivs hf).1)
    ((profile_derivs hf).2.1 _)
```

Continuity of `radialLap f` makes it integrable on the interval. The fundamental theorem of calculus, applied to \(4sf'+4f\), then gives \(-4f(0)\).

```lean
lemma continuous_radialLap {f : ℝ → ℝ} (hf : ContDiff ℝ 2 f) : Continuous (radialLap f) := by
  obtain ⟨_, h2, h3⟩ := profile_derivs hf
  have hc : Continuous (deriv f) :=
    continuous_iff_continuousAt.2 fun s => (h2 s).continuousAt
  exact ((continuous_const.mul continuous_id).mul h3).add (continuous_const.mul hc)

lemma integral_radialLap {f : ℝ → ℝ} (hf : ContDiff ℝ 2 f) {S : ℝ}
    (h0 : f S = 0) (h0' : deriv f S = 0) :
    ∫ s in (0 : ℝ)..S, radialLap f s = -4 * f 0 := by
  obtain ⟨h1, h2, _⟩ := profile_derivs hf
  -- the integrand is the total derivative of `4 s f' + 4 f`
  have hF : ∀ s, HasDerivAt (fun s => 4 * (s * deriv f s) + 4 * f s) (radialLap f s) s := by
    intro s
    refine ((((hasDerivAt_id' s).fun_mul (h2 s)).const_mul 4).fun_add
      ((h1 s).const_mul 4)).congr_deriv ?_
    unfold radialLap
    ring
  rw [intervalIntegral.integral_eq_sub_of_hasDerivAt (fun s _ => hF s)
    ((continuous_radialLap hf).intervalIntegrable 0 S), h0, h0']
  ring
```

Q: What do the conditions at \(S\) stand for physically?

A: A test function confined to the ball \(x^2\le S\), so that no surface term appears. They are the hypotheses `h0` and `h0'`, and they remove the boundary value \(4Sf'(S)+4f(S)\). The physical reading takes \(S>0\), although the theorems do not require it.

The contact term is the weak form of \(\Box(1/x^2)=-4\pi^2\delta^4(x)\), on radial profiles. Its proof replaces \(s\cdot(1/s)\) by 1 except at the single point \(s=0\), which has measure zero.

```lean
/-- The contact term: if the profile `f` is twice continuously differentiable and vanishes
with its first derivative at `x² = S`, then `1/x²` paired with the Laplacian of `f(x²)`
gives `-4π² f(0)`. -/
theorem contact_term {f : ℝ → ℝ} (hf : ContDiff ℝ 2 f) {S : ℝ}
    (h0 : f S = 0) (h0' : deriv f S = 0) :
    radialPair (fun s => 1 / s) f S = -4 * Real.pi ^ 2 * f 0 := by
  have hne : ({0}ᶜ : Set ℝ) ∈ ae volume := compl_mem_ae_iff.mpr (measure_singleton 0)
  have h : ∫ s in (0 : ℝ)..S, s * (1 / s) * radialLap f s
      = ∫ s in (0 : ℝ)..S, radialLap f s := by
    apply intervalIntegral.integral_congr_ae
    filter_upwards [hne] with s hs _
    have hs' : s ≠ 0 := hs
    rw [mul_one_div_cancel hs', one_mul]
  unfold radialPair
  rw [h, integral_radialLap hf h0 h0']
  ring
```

Q: Then the finite change of scale should follow by splitting the logarithm.

A: It does. In `renormalized_sub`, `hi` records that \(\ln s\) times a continuous function is integrable down to zero, and `key` splits the integral into a part without the scale and a part proportional to \(\ln m\). Subtracting the values at `M` and `M'` leaves \(2\pi^2\ln(M/M')f(0)\).

```lean
/-- Changing the scale from `M'` to `M`, both positive, changes the renormalized `1/x⁴` by
`2π² ln(M/M')` times the value of the test function at the origin. The profile `f` is twice
continuously differentiable and vanishes with its first derivative at `x² = S`. -/
theorem renormalized_sub {f : ℝ → ℝ} (hf : ContDiff ℝ 2 f) {S : ℝ}
    (h0 : f S = 0) (h0' : deriv f S = 0) {M M' : ℝ} (hM : 0 < M) (hM' : 0 < M') :
    renormalized M f S - renormalized M' f S
      = 2 * Real.pi ^ 2 * Real.log (M / M') * f 0 := by
  have hne : ({0}ᶜ : Set ℝ) ∈ ae volume := compl_mem_ae_iff.mpr (measure_singleton 0)
  have hR := continuous_radialLap hf
  have hi : IntervalIntegrable (fun s => Real.log s * radialLap f s) volume 0 S :=
    intervalIntegral.intervalIntegrable_log'.mul_continuousOn hR.continuousOn
  -- split `ln(s m²) = ln s + 2 ln m` under the integral
  have key : ∀ m : ℝ, 0 < m → radialPair (logKernel m) f S = Real.pi ^ 2 *
      ((∫ s in (0 : ℝ)..S, Real.log s * radialLap f s) + 2 * Real.log m * (-4 * f 0)) := by
    intro m hm
    have h : ∫ s in (0 : ℝ)..S, s * logKernel m s * radialLap f s
        = ∫ s in (0 : ℝ)..S,
          (Real.log s * radialLap f s + 2 * Real.log m * radialLap f s) := by
      apply intervalIntegral.integral_congr_ae
      filter_upwards [hne] with s hs _
      have hs' : s ≠ 0 := hs
      have e : ∀ a : ℝ, s * (a / s) = a := fun a => by field_simp
      unfold logKernel
      rw [e, Real.log_mul hs' (by positivity), Real.log_pow]
      push_cast
      ring
    unfold radialPair
    rw [h, intervalIntegral.integral_add hi ((hR.intervalIntegrable 0 S).const_mul _),
      intervalIntegral.integral_const_mul, integral_radialLap hf h0 h0']
  unfold renormalized
  rw [key M hM, key M' hM', Real.log_div hM.ne' hM'.ne']
  ring
```

For the derivative, the proof compares scale \(m\) with scale 1. Near `M`, the renormalized value equals a constant plus \(2\pi^2f(0)\ln m\), and \(M\) times its derivative is \(2\pi^2f(0)\).

```lean
/-- Scale dependence is local: for `M > 0`, `M d/dM` of the renormalized `1/x⁴` on a radial
test function is `2π²` times its value at the origin. The profile `f` is twice continuously
differentiable and vanishes with its first derivative at `x² = S`. -/
theorem scale_dependence_local {f : ℝ → ℝ} (hf : ContDiff ℝ 2 f) {S : ℝ}
    (h0 : f S = 0) (h0' : deriv f S = 0) {M : ℝ} (hM : 0 < M) :
    M * deriv (fun m => renormalized m f S) M = 2 * Real.pi ^ 2 * f 0 := by
  have ev : (fun m => renormalized m f S) =ᶠ[𝓝 M]
      fun m => renormalized 1 f S + 2 * Real.pi ^ 2 * f 0 * Real.log m := by
    filter_upwards [lt_mem_nhds hM] with m hm
    have h := renormalized_sub hf h0 h0' hm one_pos
    rw [div_one] at h
    linear_combination h
  rw [ev.deriv_eq, (((Real.hasDerivAt_log hM.ne').const_mul
    (2 * Real.pi ^ 2 * f 0)).const_add (renormalized 1 f S)).deriv]
  field_simp

end

end DifferentialRenormalization
```

Q: So only \(f(0)\) survives, whatever the profile does elsewhere in the ball.

A: Yes, and that is the sense of "local" here: \(M\,d/dM\) of the renormalized \(1/x^4\) acts on these test functions as \(2\pi^2\delta^4(x)\), which is the form a shift of \(\lambda\) can absorb.

```lean
#print axioms DifferentialRenormalization.scale_deriv_logKernel
-- 'DifferentialRenormalization.scale_deriv_logKernel' depends on axioms: [propext, Classical.choice, Quot.sound]
#print axioms DifferentialRenormalization.lap_testFunction
-- 'DifferentialRenormalization.lap_testFunction' depends on axioms: [propext, Classical.choice, Quot.sound]
#print axioms DifferentialRenormalization.contact_term
-- 'DifferentialRenormalization.contact_term' depends on axioms: [propext, Classical.choice, Quot.sound]
#print axioms DifferentialRenormalization.scale_dependence_local
-- 'DifferentialRenormalization.scale_dependence_local' depends on axioms: [propext, Classical.choice, Quot.sound]
```
